# The product of two Wick powers of one commuting field has only cross contractions

A Wick power :φⁿ: is modelled here as a polynomial in a single commuting variable φ, fixed by a three-term recurrence with a given self-contraction c, and not as an ordered string of creation and annihilation operators. The product formula for the probabilists' Hermite polynomials Heₙ is then the case where φ is the polynomial variable X and c = 1.

```lean
import Mathlib

open Polynomial

namespace WickPowerProduct

local notation:10000 n "!" => Nat.factorial n

/-- The Wick powers of a field variable `φ` with self-contraction `c`, defined by their
three-term recurrence. -/
def wick {R : Type*} [CommRing R] (c φ : R) : ℕ → R
  | 0 => 1
  | 1 => φ
  | n + 2 => φ * wick c φ (n + 1) - ((n : R) + 1) * c * wick c φ n

/-- The weight `k! C(m,k) C(n,k)` of `k` cross contractions between `m` and `n` fields. -/
def contractions (m n k : ℕ) : ℕ := k ! * m.choose k * n.choose k

/-- The weight vanishes when `k` exceeds the number of fields in at least one of the two factors. -/
theorem contractions_eq_zero {m n k : ℕ} (h : ¬(k ≤ m ∧ k ≤ n)) :
    contractions m n k = 0 := by
  rcases not_and_or.mp h with h | h <;>
    simp [contractions, Nat.choose_eq_zero_of_lt (not_le.mp h)]

/-- The recurrence of the contraction weights when a field is added to the first factor. -/
theorem contractions_rec (m n k : ℕ) :
    contractions (m + 2) n (k + 1) + (m + 1) * contractions m n k =
      contractions (m + 1) n (k + 1) + (m + 1 + n - 2 * k) * contractions (m + 1) n k := by
  by_cases h : k ≤ m + 1 ∧ k ≤ n
  · have h1 := Nat.choose_succ_right_eq n k
    have h2 := Nat.choose_mul_succ_eq m k
    have h3 : (m + 2).choose (k + 1) = (m + 1).choose k + (m + 1).choose (k + 1) :=
      Nat.choose_succ_succ (m + 1) k
    rw [show m + 1 + n - 2 * k = (n - k) + (m + 1 - k) by omega]
    simp only [contractions, Nat.factorial_succ]
    rw [h3]
    -- both absorption identities enter linearly
    calc _ = (k + 1) * k ! * (m + 1).choose (k + 1) * n.choose (k + 1)
          + k ! * (m + 1).choose k * (n.choose (k + 1) * (k + 1))
          + k ! * n.choose k * (m.choose k * (m + 1)) := by ring
      _ = _ := by rw [h1, h2]; ring
  · have h1 : ¬(k ≤ m ∧ k ≤ n) := by omega
    have h2 : ¬(k + 1 ≤ m + 2 ∧ k + 1 ≤ n) := by omega
    have h3 : ¬(k + 1 ≤ m + 1 ∧ k + 1 ≤ n) := by omega
    rw [contractions_eq_zero h, contractions_eq_zero h1, contractions_eq_zero h2,
      contractions_eq_zero h3]
    simp

/-- Multiplying a Wick power by one more field either raises the power or contracts the new
field with one of the `n` old ones. -/
theorem field_mul_wick {R : Type*} [CommRing R] (c φ : R) (n : ℕ) :
    φ * wick c φ n = wick c φ (n + 1) + (n : R) * c * wick c φ (n - 1) := by
  rcases n with _ | n
  · simp [wick]
  · have h : wick c φ (n + 1 + 1) =
        φ * wick c φ (n + 1) - ((n : R) + 1) * c * wick c φ n := rfl
    rw [h, Nat.add_sub_cancel]
    push_cast
    ring

/-- The product of two Wick powers, summed over any range of `k` that includes the first
power `m`. -/
theorem wick_mul_wick_range {R : Type*} [CommRing R] (c φ : R) (n m : ℕ) :
    ∀ N, m < N → wick c φ m * wick c φ n =
      ∑ k ∈ Finset.range N, (contractions m n k : R) * c ^ k * wick c φ (m + n - 2 * k) := by
  induction m using Nat.twoStepInduction with
  | zero =>
    intro N hN
    obtain ⟨N, rfl⟩ : ∃ M, N = M + 1 := ⟨N - 1, by omega⟩
    rw [Finset.sum_range_succ']
    simp [contractions, wick]
  | one =>
    intro N hN
    obtain ⟨N, rfl⟩ : ∃ M, N = M + 2 := ⟨N - 2, by omega⟩
    have h1 : contractions 1 n (0 + 1) = n := by simp [contractions]
    have h0 : contractions 1 n 0 = 1 := by simp [contractions]
    have w1 : wick c φ 1 = φ := rfl
    rw [Finset.sum_range_succ', Finset.sum_range_succ', Finset.sum_eq_zero, h1, h0,
      show 1 + n - 2 * (0 + 1) = n - 1 by omega, show 1 + n - 2 * 0 = n + 1 by omega,
      w1, field_mul_wick]
    · push_cast
      ring
    · intro k _
      have hz : contractions 1 n (k + 1 + 1) = 0 := contractions_eq_zero (by omega)
      rw [hz, Nat.cast_zero, zero_mul, zero_mul]
  | more m ih0 ih1 =>
    intro N hN
    obtain ⟨N, rfl⟩ : ∃ M, N = M + 1 := ⟨N - 1, by omega⟩
    -- the new field passes through each term of the expansion for `m + 1`
    have hB : ∀ k, φ * ((contractions (m + 1) n k : R) * c ^ k *
          wick c φ (m + 1 + n - 2 * k)) =
        (contractions (m + 1) n k : R) * c ^ k * wick c φ (m + 2 + n - 2 * k) +
        (contractions (m + 1) n k : R) * c ^ k *
          (((m + 1 + n - 2 * k : ℕ) : R) * c * wick c φ (m + n - 2 * k)) := by
      intro k
      by_cases hk : k ≤ m + 1 ∧ k ≤ n
      · have f := field_mul_wick c φ (m + 1 + n - 2 * k)
        rw [show m + 1 + n - 2 * k + 1 = m + 2 + n - 2 * k by omega,
          show m + 1 + n - 2 * k - 1 = m + n - 2 * k by omega] at f
        linear_combination (contractions (m + 1) n k : R) * c ^ k * f
      · rw [contractions_eq_zero hk]
        simp
    -- the weights recombine term by term
    have hr : ∀ k, (contractions (m + 2) n (k + 1) : R) * c ^ (k + 1) *
          wick c φ (m + 2 + n - 2 * (k + 1)) =
        (contractions (m + 1) n (k + 1) : R) * c ^ (k + 1) *
          wick c φ (m + 2 + n - 2 * (k + 1)) +
        (contractions (m + 1) n k : R) * c ^ k *
          (((m + 1 + n - 2 * k : ℕ) : R) * c * wick c φ (m + n - 2 * k)) -
        ((m : R) + 1) * c *
          ((contractions m n k : R) * c ^ k * wick c φ (m + n - 2 * k)) := by
      intro k
      have r := congrArg (Nat.cast : ℕ → R) (contractions_rec m n k)
      simp only [Nat.cast_add, Nat.cast_mul, Nat.cast_one] at r
      rw [show m + 2 + n - 2 * (k + 1) = m + n - 2 * k by omega]
      linear_combination c ^ (k + 1) * wick c φ (m + n - 2 * k) * r
    have c0 : ∀ j, contractions j n 0 = 1 := fun j => by simp [contractions]
    have top : contractions (m + 1) n N = 0 := contractions_eq_zero (by omega)
    have h2 : wick c φ (m + 2) =
        φ * wick c φ (m + 1) - ((m : R) + 1) * c * wick c φ m := rfl
    rw [h2, sub_mul, mul_assoc φ, mul_assoc (((m : R) + 1) * c),
      ih1 (N + 1) (by omega), ih0 N (by omega), Finset.mul_sum, Finset.mul_sum,
      Finset.sum_congr rfl fun k _ => hB k, Finset.sum_add_distrib,
      Finset.sum_range_succ' _ N, Finset.sum_range_succ _ N, Finset.sum_range_succ' _ N,
      Finset.sum_congr rfl fun k _ => hr k, Finset.sum_sub_distrib,
      Finset.sum_add_distrib, top, c0, c0, Nat.cast_zero]
    ring

/-- The product formula for two Wick powers of one commuting field: only cross contractions between
the factors appear, `k` of them with weight `k! C(m,k) C(n,k) c^k`. -/
theorem wick_mul_wick {R : Type*} [CommRing R] (c φ : R) (m n : ℕ) :
    wick c φ m * wick c φ n = ∑ k ∈ Finset.range (min m n + 1),
      (contractions m n k : R) * c ^ k * wick c φ (m + n - 2 * k) := by
  rw [wick_mul_wick_range c φ n m (m + 1) (by omega)]
  symm
  apply Finset.sum_subset
  · intro k hk
    simp only [Finset.mem_range] at hk ⊢
    omega
  · intro k _ hk
    simp only [Finset.mem_range] at hk
    have hz : contractions m n k = 0 := contractions_eq_zero (by omega)
    rw [hz, Nat.cast_zero, zero_mul, zero_mul]

/-- The derivative lowers a Hermite polynomial by one level: `He_(n+1)' = (n+1) He_n`. -/
theorem derivative_hermite_succ (n : ℕ) :
    derivative (hermite (n + 1)) = ((n : ℤ[X]) + 1) * hermite n := by
  induction n with
  | zero => simp
  | succ n ih =>
    have h0 : derivative ((n : ℤ[X]) + 1) = 0 := by simp
    have hs := hermite_succ n
    rw [hermite_succ (n + 1), derivative_sub, derivative_mul, derivative_X, ih,
      derivative_mul, h0]
    push_cast
    linear_combination (-((n : ℤ[X]) + 1)) * hs

/-- The probabilists' Hermite polynomials are the Wick powers of `X` with unit contraction. -/
theorem hermite_eq_wick (n : ℕ) : hermite n = wick 1 X n := by
  induction n using Nat.twoStepInduction with
  | zero => simp [wick]
  | one => simp [wick]
  | more n ih0 ih1 =>
    have h2 : wick (1 : ℤ[X]) X (n + 2) =
        X * wick 1 X (n + 1) - ((n : ℤ[X]) + 1) * 1 * wick 1 X n := rfl
    rw [h2, hermite_succ (n + 1), derivative_hermite_succ, ih0, ih1]
    ring

/-- The product of two Hermite polynomials over the integers:
`He_m He_n = ∑ k! C(m,k) C(n,k) He_(m+n-2k)`, summed over `k ≤ min(m,n)`. -/
theorem hermite_mul_hermite (m n : ℕ) :
    hermite m * hermite n = ∑ k ∈ Finset.range (min m n + 1),
      ((k ! * m.choose k * n.choose k : ℕ) : ℤ[X]) * hermite (m + n - 2 * k) := by
  simp only [hermite_eq_wick]
  rw [wick_mul_wick]
  simp only [one_pow, mul_one, contractions]

end WickPowerProduct
```

## Fields, contractions and weights

In `wick c φ n`, written W_n below, φ and c are arbitrary elements of a commutative ring `R`. The definition sets W_0 = 1, W_1 = φ and

W_(n+2) = φ W_(n+1) − (n+1) c W_n.

Physically, c stands for the vacuum variance ⟨φ²⟩ of one Gaussian mode with zero mean. It is a free parameter: no state or expectation value is constructed, and c need not be positive. The second power is W_2 = φ² − c, the square with its self-contraction removed.

The theorem `wick_mul_wick` states, for all natural numbers m and n,

W_m W_n = Σ_(k=0..min(m,n)) a(m,n,k) c^k W_(m+n−2k),

a(m,n,k) = k! C(m,k) C(n,k).

The weight a(m,n,k), in Lean `contractions m n k`, counts the ways to choose k fields from each factor and pair them across. For example,

W_2 W_2 = W_4 + 4c W_2 + 2c².

Both factors contain the same field, so a cross contraction has the same value c as a self-contraction. Wick's theorem for operators also handles different fields, non-commuting factors and time ordering, none of which this one-variable model contains.

The theorem `hermite_mul_hermite` is the same identity for Mathlib's `hermite`, with integer coefficients. In suitable units these polynomials are, up to normalisation, the polynomial factors of the one-dimensional harmonic oscillator's eigenfunctions, so the formula turns a product of two such factors into a finite sum.

## Adding one field at a time

Rearranging the recurrence gives `field_mul_wick`:

φ W_n = W_(n+1) + n c W_(n−1).

The new field either joins the Wick power or contracts with one of its n fields. At n = 0 the last term is absent; in Lean its coefficient is zero.

The weights must follow the same bookkeeping. This is `contractions_rec`:

a(m+2,n,k+1) + (m+1) a(m,n,k) = a(m+1,n,k+1) + (m+1+n−2k) a(m+1,n,k).

Suppose k ≤ m+1 and k ≤ n. Pascal's rule, C(m+2,k+1) = C(m+1,k) + C(m+1,k+1), and the identity (k+1) C(n,k+1) = (n−k) C(n,k) give

a(m+2,n,k+1) − a(m+1,n,k+1) = (k+1)! C(m+1,k) C(n,k+1) = (n−k) a(m+1,n,k).

From (m+1) C(m,k) = (m+1−k) C(m+1,k) it follows that

(m+1) a(m,n,k) = (m+1−k) a(m+1,n,k).

Adding the two lines proves the recurrence. For any other k all four weights vanish, by `contractions_eq_zero`.

The product formula now follows by two-step induction on m. For m = 0 it reads W_n = W_n, and for m = 1 it is the rule for φ W_n. For the step, start from

W_(m+2) W_n = φ (W_(m+1) W_n) − (m+1) c W_m W_n

and insert both known expansions. In the first, φ acts on each term (`hB`):

φ W_(m+1+n−2k) = W_(m+2+n−2k) + (m+1+n−2k) c W_(m+n−2k).

The leading term W_(m+2+n) has coefficient 1. The coefficient of c^(k+1) W_(m+n−2k) is

a(m+1,n,k+1) + (m+1+n−2k) a(m+1,n,k) − (m+1) a(m,n,k) = a(m+2,n,k+1),

which is the recombination in `hr`.

Lean runs this induction in `wick_mul_wick_range`, where the sum may have any length N > m. That freedom lets the two expansions be aligned after the shift in k. `wick_mul_wick` then uses `Finset.sum_subset` to discard the zero terms beyond min(m,n).

## From Wick powers to Hermite polynomials

Mathlib's Hermite polynomials satisfy He_0 = 1 and He_(n+1) = X He_n − He_n′. The lemma `derivative_hermite_succ` proves He_(n+1)′ = (n+1) He_n by induction. The case n = 0 is X′ = 1, and the step is

He_(n+2)′ = He_(n+1) + X He_(n+1)′ − He_(n+1)″
= He_(n+1) + (n+1)(X He_n − He_n′)
= (n+2) He_(n+1).

Substituting the derivative rule into the definition gives

He_(n+2) = X He_(n+1) − (n+1) He_n.

This is the Wick recurrence with φ = X and c = 1, and the first two polynomials, 1 and X, also agree. Hence `hermite_eq_wick` holds by two-step induction, and rewriting with it turns the Wick product formula into the Hermite one.

```lean
#print axioms WickPowerProduct.wick_mul_wick
-- 'WickPowerProduct.wick_mul_wick' depends on axioms: [propext, Classical.choice, Quot.sound]
#print axioms WickPowerProduct.hermite_mul_hermite
-- 'WickPowerProduct.hermite_mul_hermite' depends on axioms: [propext, Classical.choice, Quot.sound]
```
